# A negative eigenvalue of the formal product A†A for W = x − 1/x, with an eigenfunction outside the domain of A

Take $W(x)=x-1/x$, $A=d/dx+W$, $A^\dagger=-d/dx+W$ and the Gaussian $\psi=e^{-x^2/2}$. For $x\neq0$ I find $A\psi=-\psi/x$, and then $A^\dagger(-\psi/x)=-2\psi$. So a square-integrable function has eigenvalue $-2$ under a product $A^\dagger A$ that is supposed to be nonnegative. I suspect that the culprit is $A\psi$, which is not square integrable near the origin. Can this be made rigorous and checked by machine?

## The boundary term at the origin

Yes. The inequality $\int\psi A^\dagger A\psi=\int(A\psi)^2\ge0$ rests on an integration by parts, and for this $\psi$ the boundary term at the origin diverges. Use units $\hbar=2m=1$, let $\omega>0$ be half the angular frequency of the oscillator that appears below, and put $W=\omega x-1/x$; your case is $\omega=1$.

**Factorisation.** For $x\ne0$ and twice differentiable $f$,
$$A^\dagger Af=-(f'+Wf)'+W(f'+Wf)=-f''+(W^2-W')f.$$
Since $W^2=\omega^2x^2-2\omega+1/x^2$ and $W'=\omega+1/x^2$, the singular terms cancel:
$$A^\dagger Af=-f''+(\omega^2x^2-3\omega)f=:Hf.$$

**The Gaussian.** For $\psi=e^{-\omega x^2/2}$ we have $\psi'=-\omega x\psi$ and $\psi''=(\omega^2x^2-\omega)\psi$. Hence $H\psi=-2\omega\psi$, and $A\psi=-\omega x\psi+\omega x\psi-\psi/x=-\psi/x$. With $\int\psi^2=\sqrt{\pi/\omega}$,
$$\int\psi A^\dagger A\psi=-2\omega\sqrt{\pi/\omega}<0,$$
which is $-2\omega$ after normalisation.

**Integration by parts.** Substitute $f'=Af-Wf$ and $(Af)'=W\,Af-A^\dagger Af$ in the product rule to get $(f\,Af)'=(Af)^2-f\,A^\dagger Af$. On an interval $[a,b]$ that avoids the origin,
$$\int_a^b f A^\dagger Af=\int_a^b(Af)^2-[f\,Af]_a^b.$$
This is nonnegative if $f$ vanishes at both ends. The Gaussian does not vanish near the origin. Taking $a=\varepsilon>0$ and $b\to\infty$ gives
$$\int_\varepsilon^\infty\psi A^\dagger A\psi=\int_\varepsilon^\infty\frac{\psi^2}{x^2}\,dx-\frac{\psi(\varepsilon)^2}{\varepsilon}.$$
As $\varepsilon\to0$ both terms on the right grow like $1/\varepsilon$, and their difference tends to the negative number $-\omega\sqrt{\pi/\omega}$, half of the full-line value.

**Failure of square integrability.** Let $f$ be continuously differentiable with $f(0)\neq0$. Then $x\,Af=xf'+\omega x^2f-f\to-f(0)$, so there is $\delta>0$ with $(x\,Af)^2>f(0)^2/2$ for $0<|x|<\delta$. For $0<x\le\delta/2$,
$$\frac1x\le\frac{\delta}{x^2}\le\frac{\delta}{f(0)^2/2}(Af)^2.$$
If $Af$ were square integrable, $1/x$ would be integrable on $(0,\delta/2]$, which is false. The Gaussian has $\psi(0)=1$, so the argument applies to it.

**A function that does belong.** For $\chi=x\psi$, $\chi'=\psi-\omega x^2\psi$ and $W\chi=\omega x^2\psi-\psi$, so $A\chi=0$ off the origin. Since $\chi$ is also square integrable, it is a nonzero member of the domain of $A$, taken here as the differentiable functions $f$ for which $f$ and $Af$ are both square integrable.

For one particle in one dimension, this means that factorising a Hamiltonian with a singular superpotential does not by itself bound its energies below by zero. In this example the integration by parts breaks down at the origin, where the boundary term diverges and $A\psi$ is not square integrable.

## What the Lean theorem says about the Gaussian

States are real functions `ℝ → ℝ`. The definitions `superpotential`, `opA`, `opAdag` and `hamiltonian` are $W$, $A$, $A^\dagger$ and $H$, with derivatives taken by `deriv`; `psi` and `zeroMode` are $\psi$ and $\chi$, both unnormalised. `MemLp f 2 volume` says that $f$ is square integrable on the line. Lean sets $0^{-1}=0$, which affects only the single point $x=0$ and no integral.

`InDomainA ω f` requires $f$ to be differentiable everywhere, with both $f$ and $Af$ square integrable. This is a pointwise model of the domain, smaller than one built from weak derivatives. The exclusion of $\psi$ comes from $A\psi$ itself, so it holds for any domain that requires $A\psi\in L^2$.

For every `ω` with `0 < ω`, `positivity_counterexample` states that:

- $\psi$ is positive and square integrable;
- $A^\dagger A\psi=-2\omega\psi$ for $x\neq0$, with $-2\omega<0$;
- $\int\psi A^\dagger A\psi=-2\omega\sqrt{\pi/\omega}$, which is negative;
- $x\,A\psi=-\psi$ for $x\ne0$;
- $A\psi$ is not square integrable, and $\psi$ is not in the domain of $A$.

Here `opAdag` is a differential expression and not a Hilbert-space adjoint. Self-adjointness, the spectrum of $H$ and positivity on the whole domain of $A$ are not treated; the positivity theorem concerns finite intervals that avoid the origin, and assumes that $f A^\dagger Af$ is integrable there.

## From the product rule to the divergent norm

```lean
import Mathlib

open MeasureTheory Set Filter Topology

namespace SingularSuperpotential

noncomputable section

/-- The superpotential `W(x) = ω x - 1/x`, singular at the origin. -/
def superpotential (ω x : ℝ) : ℝ := ω * x - x⁻¹

/-- The first-order operator `A = d/dx + W`. -/
def opA (ω : ℝ) (f : ℝ → ℝ) (x : ℝ) : ℝ := deriv f x + superpotential ω x * f x

/-- The formal adjoint `A† = -d/dx + W`. -/
def opAdag (ω : ℝ) (f : ℝ → ℝ) (x : ℝ) : ℝ := -deriv f x + superpotential ω x * f x

/-- The shifted oscillator Hamiltonian `H = -d²/dx² + ω² x² - 3 ω`. -/
def hamiltonian (ω : ℝ) (f : ℝ → ℝ) (x : ℝ) : ℝ :=
  -deriv (deriv f) x + (ω ^ 2 * x ^ 2 - 3 * ω) * f x

/-- A differentiable function is in the domain of `A` when both `f` and `A f` are square
integrable on the line. -/
def InDomainA (ω : ℝ) (f : ℝ → ℝ) : Prop :=
  Differentiable ℝ f ∧ MemLp f 2 volume ∧ MemLp (opA ω f) 2 volume

/-- The Gaussian `ψ(x) = exp(-ω x² / 2)`. -/
def psi (ω x : ℝ) : ℝ := Real.exp (-(ω * x ^ 2) / 2)

/-- The odd function `χ(x) = x exp(-ω x² / 2)`. -/
def zeroMode (ω x : ℝ) : ℝ := x * psi ω x

/-- For `x ≠ 0` and `f` twice differentiable at `x`, `(A f)' = f'' + (ω + 1/x²) f + W f'`. -/
theorem hasDerivAt_opA (ω : ℝ) {f : ℝ → ℝ} {x : ℝ} (hx : x ≠ 0)
    (hf : DifferentiableAt ℝ f x) (hf2 : DifferentiableAt ℝ (deriv f) x) :
    HasDerivAt (opA ω f)
      (deriv (deriv f) x + ((ω + (x ^ 2)⁻¹) * f x + superpotential ω x * deriv f x)) x := by
  -- W' = ω + 1/x²
  have hW : HasDerivAt (superpotential ω) (ω + (x ^ 2)⁻¹) x := by
    have h := ((hasDerivAt_id' x).const_mul ω).fun_sub (hasDerivAt_inv hx)
    show HasDerivAt (fun y => ω * y - y⁻¹) _ x
    exact h.congr_deriv (by ring)
  have h := hf2.hasDerivAt.fun_add (hW.fun_mul hf.hasDerivAt)
  exact h

/-- For `x ≠ 0` and `f` twice differentiable at `x`,
`A† A f = -f'' + (ω² x² - 3 ω) f`. -/
theorem factorisation (ω : ℝ) {f : ℝ → ℝ} {x : ℝ} (hx : x ≠ 0)
    (hf : DifferentiableAt ℝ f x) (hf2 : DifferentiableAt ℝ (deriv f) x) :
    opAdag ω (opA ω f) x = hamiltonian ω f x := by
  have hinv : x * x⁻¹ = 1 := mul_inv_cancel₀ hx
  unfold opAdag hamiltonian
  rw [(hasDerivAt_opA ω hx hf hf2).deriv]
  simp only [opA, superpotential]
  -- the 1/x² terms of W² and W' cancel
  linear_combination (-2 * ω * f x) * hinv

/-- On an interval that avoids the origin, for `f` twice differentiable at each of its points
and `f A†A f` integrable on it, `∫ f A†A f = ∫ (A f)² - [f A f]`, the last term
being taken between the end points. -/
theorem cutoff_identity (ω : ℝ) {f : ℝ → ℝ} {a b : ℝ} (h0 : (0 : ℝ) ∉ uIcc a b)
    (hf : ∀ x ∈ uIcc a b, DifferentiableAt ℝ f x)
    (hf2 : ∀ x ∈ uIcc a b, DifferentiableAt ℝ (deriv f) x)
    (hint : IntervalIntegrable (fun x => f x * opAdag ω (opA ω f) x) volume a b) :
    (∫ x in a..b, f x * opAdag ω (opA ω f) x) =
      (∫ x in a..b, opA ω f x ^ 2) - (f b * opA ω f b - f a * opA ω f a) := by
  have hne : ∀ x ∈ uIcc a b, x ≠ 0 := by
    intro x hx h
    subst h
    exact h0 hx
  have hA : ∀ x ∈ uIcc a b, DifferentiableAt ℝ (opA ω f) x := fun x hx =>
    (hasDerivAt_opA ω (hne x hx) (hf x hx) (hf2 x hx)).differentiableAt
  have hc : ContinuousOn (opA ω f) (uIcc a b) := fun x hx =>
    (hA x hx).continuousAt.continuousWithinAt
  have hcont : ContinuousOn (fun x => opA ω f x ^ 2) (uIcc a b) := hc.pow 2
  have hint2 : IntervalIntegrable (fun x => opA ω f x ^ 2) volume a b :=
    hcont.intervalIntegrable
  -- (f A f)' = (A f)² - f A†A f
  have hder : ∀ x ∈ uIcc a b, HasDerivAt (fun y => f y * opA ω f y)
      (opA ω f x ^ 2 - f x * opAdag ω (opA ω f) x) x := by
    intro x hx
    have h := (hf x hx).hasDerivAt.fun_mul (hA x hx).hasDerivAt
    refine h.congr_deriv ?_
    unfold opAdag
    have e : opA ω f x = deriv f x + superpotential ω x * f x := rfl
    rw [e]
    ring
  have key : (∫ x in a..b, (opA ω f x ^ 2 - f x * opAdag ω (opA ω f) x)) =
      f b * opA ω f b - f a * opA ω f a :=
    intervalIntegral.integral_eq_sub_of_hasDerivAt hder (hint2.sub hint)
  have hsplit : (∫ x in a..b, (opA ω f x ^ 2 - f x * opAdag ω (opA ω f) x)) =
      (∫ x in a..b, opA ω f x ^ 2) - (∫ x in a..b, f x * opAdag ω (opA ω f) x) :=
    intervalIntegral.integral_sub hint2 hint
  linarith

/-- On an interval `[a, b]` with `a ≤ b` that avoids the origin, `∫ f A†A f ≥ 0` when `f` is
twice differentiable at each of its points, `f A†A f` is integrable on it, and `f` vanishes at
both ends. -/
theorem positivity_away_from_origin (ω : ℝ) {f : ℝ → ℝ} {a b : ℝ} (hab : a ≤ b)
    (h0 : (0 : ℝ) ∉ uIcc a b)
    (hf : ∀ x ∈ uIcc a b, DifferentiableAt ℝ f x)
    (hf2 : ∀ x ∈ uIcc a b, DifferentiableAt ℝ (deriv f) x)
    (hint : IntervalIntegrable (fun x => f x * opAdag ω (opA ω f) x) volume a b)
    (ha : f a = 0) (hb : f b = 0) :
    0 ≤ ∫ x in a..b, f x * opAdag ω (opA ω f) x := by
  have hpos : 0 ≤ ∫ x in a..b, opA ω f x ^ 2 :=
    intervalIntegral.integral_nonneg hab (fun x _ => sq_nonneg _)
  rw [cutoff_identity ω h0 hf hf2 hint, ha, hb]
  linarith

/-- If `f` is continuously differentiable and `f(0) ≠ 0`, then `A f` is not square
integrable on the line. -/
theorem opA_not_memLp (ω : ℝ) {f : ℝ → ℝ} (hf : Differentiable ℝ f)
    (hf' : Continuous (deriv f)) (h0 : f 0 ≠ 0) : ¬ MemLp (opA ω f) 2 volume := by
  intro hmem
  have hc : Continuous f := hf.continuous
  have hg : ∀ d : ℝ → ℝ, Continuous d →
      Continuous (fun x => (x * d x + ω * x ^ 2 * f x - f x) ^ 2) := by
    intro d hd
    fun_prop
  have hsq : 0 < f 0 ^ 2 := lt_of_le_of_ne (sq_nonneg _) (pow_ne_zero 2 h0).symm
  have hcpos : 0 < f 0 ^ 2 / 2 := by linarith
  have hat0 : f 0 ^ 2 / 2 < (0 * deriv f 0 + ω * 0 ^ 2 * f 0 - f 0) ^ 2 := by
    have e : (0 * deriv f 0 + ω * 0 ^ 2 * f 0 - f 0) ^ 2 = f 0 ^ 2 := by ring
    rw [e]
    linarith
  -- near the origin (x A f)² stays above f(0)²/2
  have hev : ∀ᶠ x in 𝓝 (0 : ℝ),
      f 0 ^ 2 / 2 < (x * deriv f x + ω * x ^ 2 * f x - f x) ^ 2 :=
    ((hg (deriv f) hf').tendsto 0).eventually (lt_mem_nhds hat0)
  obtain ⟨δ, hδ, hball⟩ := Metric.eventually_nhds_iff.1 hev
  have hI : Integrable (fun x => opA ω f x ^ 2) volume := hmem.integrable_sq
  have h1 : IntegrableOn (fun x => δ / (f 0 ^ 2 / 2) * opA ω f x ^ 2) (Ioc 0 (δ / 2)) volume :=
    (hI.const_mul _).integrableOn
  -- so 1/x would be integrable on (0, δ/2]
  have h2 : IntegrableOn (fun x : ℝ => x⁻¹) (Ioc 0 (δ / 2)) volume := by
    refine Integrable.mono' h1 measurable_inv.aestronglyMeasurable ?_
    refine (ae_restrict_iff' measurableSet_Ioc).2 (ae_of_all _ fun x hx => ?_)
    have hx0 : 0 < x := hx.1
    have hxδ : x < δ := by linarith [hx.2]
    have hd : dist x 0 < δ := by
      rw [Real.dist_eq, sub_zero, abs_of_pos hx0]
      exact hxδ
    have hlt : f 0 ^ 2 / 2 < (x * deriv f x + ω * x ^ 2 * f x - f x) ^ 2 := hball hd
    have hinv : x * x⁻¹ = 1 := mul_inv_cancel₀ hx0.ne'
    have hxa : x * opA ω f x = x * deriv f x + ω * x ^ 2 * f x - f x := by
      simp only [opA, superpotential]
      linear_combination (-(f x)) * hinv
    rw [← hxa] at hlt
    show ‖x⁻¹‖ ≤ δ / (f 0 ^ 2 / 2) * opA ω f x ^ 2
    rw [Real.norm_of_nonneg (inv_nonneg.2 hx0.le), inv_eq_one_div, div_mul_eq_mul_div,
      div_le_div_iff₀ hx0 hcpos]
    nlinarith [mul_nonneg (mul_nonneg (sub_nonneg.2 hxδ.le) hx0.le) (sq_nonneg (opA ω f x))]
  have hle : (0 : ℝ) ≤ δ / 2 := by linarith
  have h3 : IntervalIntegrable (fun x : ℝ => x⁻¹) volume 0 (δ / 2) :=
    (intervalIntegrable_iff_integrableOn_Ioc_of_le hle).2 h2
  rcases intervalIntegrable_inv_iff.1 h3 with h | h
  · linarith
  · exact h left_mem_uIcc

/-- The Gaussian has `ψ' = -ω x ψ` and `ψ'' = (ω² x² - ω) ψ`. -/
theorem psi_derivs (ω x : ℝ) :
    HasDerivAt (psi ω) (-(ω * x) * psi ω x) x ∧
      HasDerivAt (deriv (psi ω)) ((ω ^ 2 * x ^ 2 - ω) * psi ω x) x := by
  have h : ∀ y, HasDerivAt (psi ω) (-(ω * y) * psi ω y) y := by
    intro y
    have hsq : HasDerivAt (fun z : ℝ => z ^ 2) (2 * y) y := by
      simpa using hasDerivAt_pow 2 y
    have h1 : HasDerivAt (fun z : ℝ => -(ω * z ^ 2) / 2) (-(ω * y)) y := by
      have h2 := ((hsq.const_mul ω).fun_neg).div_const 2
      exact h2.congr_deriv (by ring)
    exact h1.exp.congr_deriv (mul_comm _ _)
  refine ⟨h x, ?_⟩
  have hd : deriv (psi ω) = fun y => -(ω * y) * psi ω y := funext fun y => (h y).deriv
  rw [hd]
  have h3 := (((hasDerivAt_id' x).const_mul ω).fun_neg).fun_mul (h x)
  exact h3.congr_deriv (by ring)

/-- The Gaussian satisfies `H ψ = -2 ω ψ` everywhere and `A† A ψ = -2 ω ψ` for `x ≠ 0`. -/
theorem psi_eigen (ω : ℝ) :
    (∀ x, hamiltonian ω (psi ω) x = -2 * ω * psi ω x) ∧
      ∀ x, x ≠ 0 → opAdag ω (opA ω (psi ω)) x = -2 * ω * psi ω x := by
  have hH : ∀ x, hamiltonian ω (psi ω) x = -2 * ω * psi ω x := by
    intro x
    unfold hamiltonian
    rw [(psi_derivs ω x).2.deriv]
    ring
  refine ⟨hH, fun x hx => ?_⟩
  rw [factorisation ω hx (psi_derivs ω x).1.differentiableAt
    (psi_derivs ω x).2.differentiableAt, hH]

/-- The density of the Gaussian is `ψ² = exp(-ω x²)`. -/
theorem psi_mul_self (ω x : ℝ) : psi ω x * psi ω x = Real.exp (-ω * x ^ 2) := by
  unfold psi
  rw [← Real.exp_add]
  congr 1
  ring

/-- For `ω > 0` the Gaussian is square integrable on the line. -/
theorem psi_memLp {ω : ℝ} (hω : 0 < ω) : MemLp (psi ω) 2 volume := by
  have hc : Continuous (psi ω) :=
    continuous_iff_continuousAt.2 fun x => (psi_derivs ω x).1.continuousAt
  refine (memLp_two_iff_integrable_sq hc.aestronglyMeasurable).2 ?_
  refine (integrable_exp_neg_mul_sq hω).congr (ae_of_all _ fun x => ?_)
  show Real.exp (-ω * x ^ 2) = psi ω x ^ 2
  rw [← psi_mul_self ω x]
  ring

/-- For `x ≠ 0`, `x (A ψ)(x) = -ψ(x)`, that is `A ψ = -ψ / x`. -/
theorem opA_psi (ω : ℝ) {x : ℝ} (hx : x ≠ 0) : x * opA ω (psi ω) x = -psi ω x := by
  have hinv : x * x⁻¹ = 1 := mul_inv_cancel₀ hx
  unfold opA
  rw [(psi_derivs ω x).1.deriv]
  simp only [superpotential]
  linear_combination (-(psi ω x)) * hinv

/-- For `ω > 0` the function `χ = x ψ` lies in the domain of `A`, and `A χ = 0` for
`x ≠ 0`. -/
theorem zeroMode_inDomain {ω : ℝ} (hω : 0 < ω) :
    InDomainA ω (zeroMode ω) ∧ ∀ x, x ≠ 0 → opA ω (zeroMode ω) x = 0 := by
  have hd : ∀ x, HasDerivAt (zeroMode ω) (1 * psi ω x + x * (-(ω * x) * psi ω x)) x := by
    intro x
    have h := (hasDerivAt_id' x).fun_mul (psi_derivs ω x).1
    exact h
  have hA : ∀ x, x ≠ 0 → opA ω (zeroMode ω) x = 0 := by
    intro x hx
    have hinv : x * x⁻¹ = 1 := mul_inv_cancel₀ hx
    unfold opA
    rw [(hd x).deriv]
    simp only [superpotential, zeroMode]
    linear_combination (-(psi ω x)) * hinv
  have hdiff : Differentiable ℝ (zeroMode ω) := fun x => (hd x).differentiableAt
  refine ⟨⟨hdiff, ?_, ?_⟩, hA⟩
  · refine (memLp_two_iff_integrable_sq hdiff.continuous.aestronglyMeasurable).2 ?_
    refine (integrable_rpow_mul_exp_neg_mul_sq hω
      (show (-1 : ℝ) < 2 by norm_num)).congr (ae_of_all _ fun x => ?_)
    show x ^ (2 : ℝ) * Real.exp (-ω * x ^ 2) = zeroMode ω x ^ 2
    rw [Real.rpow_two, ← psi_mul_self ω x]
    unfold zeroMode
    ring
  · -- A χ vanishes almost everywhere
    have hne : ∀ᵐ x : ℝ, x ≠ 0 := by
      rw [ae_iff]
      simp
    have hae : opA ω (zeroMode ω) =ᵐ[volume] fun _ => (0 : ℝ) := by
      filter_upwards [hne] with x hx
      exact hA x hx
    have hz : MemLp (fun _ : ℝ => (0 : ℝ)) 2 volume := by
      exact MemLp.zero
    exact (memLp_congr_ae hae).2 hz

/-- For `ω > 0` the positive square-integrable Gaussian obeys `A† A ψ = -2 ω ψ` off the origin
with `-2 ω < 0` and `∫ ψ A†A ψ = -2 ω √(π/ω) < 0`, while `x A ψ = -ψ` off the origin, `A ψ`
is not square integrable, and `ψ` is outside the domain of `A`. -/
theorem positivity_counterexample {ω : ℝ} (hω : 0 < ω) :
    (∀ x, 0 < psi ω x) ∧ MemLp (psi ω) 2 volume ∧
      (∀ x, x ≠ 0 → opAdag ω (opA ω (psi ω)) x = -2 * ω * psi ω x) ∧ -2 * ω < 0 ∧
      (∫ x, psi ω x * opAdag ω (opA ω (psi ω)) x) = -2 * ω * Real.sqrt (Real.pi / ω) ∧
      (∫ x, psi ω x * opAdag ω (opA ω (psi ω)) x) < 0 ∧
      (∀ x, x ≠ 0 → x * opA ω (psi ω) x = -psi ω x) ∧
      ¬ MemLp (opA ω (psi ω)) 2 volume ∧ ¬ InDomainA ω (psi ω) := by
  have hpos : ∀ x, 0 < psi ω x := fun x => Real.exp_pos _
  have hne : ∀ᵐ x : ℝ, x ≠ 0 := by
    rw [ae_iff]
    simp
  -- the expectation value is a Gaussian integral
  have hae : (fun x => psi ω x * opAdag ω (opA ω (psi ω)) x) =ᵐ[volume]
      fun x => -2 * ω * Real.exp (-ω * x ^ 2) := by
    filter_upwards [hne] with x hx
    rw [(psi_eigen ω).2 x hx, ← psi_mul_self ω x]
    ring
  have hint : (∫ x, psi ω x * opAdag ω (opA ω (psi ω)) x) =
      -2 * ω * Real.sqrt (Real.pi / ω) := by
    rw [integral_congr_ae hae, integral_const_mul, integral_gaussian]
  have hs : 0 < Real.sqrt (Real.pi / ω) := Real.sqrt_pos.2 (div_pos Real.pi_pos hω)
  -- ψ(0) ≠ 0 puts A ψ outside L²
  have hnot : ¬ MemLp (opA ω (psi ω)) 2 volume :=
    opA_not_memLp ω (fun x => (psi_derivs ω x).1.differentiableAt)
      (continuous_iff_continuousAt.2 fun x => (psi_derivs ω x).2.continuousAt) (hpos 0).ne'
  refine ⟨hpos, psi_memLp hω, (psi_eigen ω).2, by linarith, hint, ?_,
    fun x hx => opA_psi ω hx, hnot, fun h => hnot h.2.2⟩
  rw [hint]
  nlinarith [mul_pos hω hs]

end

end SingularSuperpotential
```

```lean
#print axioms SingularSuperpotential.positivity_away_from_origin
#print axioms SingularSuperpotential.zeroMode_inDomain
#print axioms SingularSuperpotential.positivity_counterexample
```

```
'SingularSuperpotential.positivity_away_from_origin' depends on axioms: [propext, Classical.choice, Quot.sound]
'SingularSuperpotential.zeroMode_inDomain' depends on axioms: [propext, Classical.choice, Quot.sound]
'SingularSuperpotential.positivity_counterexample' depends on axioms: [propext, Classical.choice, Quot.sound]
```

`hasDerivAt_opA` differentiates $Af$ by the product rule, using $W'=\omega+1/x^2$. `factorisation` inserts this derivative, and `linear_combination` completes the cancellation using $x\,x^{-1}=1$.

`cutoff_identity` proves the formula for $(f\,Af)'$ as `hder`, applies the fundamental theorem of calculus and splits the integral. `positivity_away_from_origin` then sets the end values to zero and uses that the integral of a square is nonnegative.

`opA_not_memLp` is the divergence argument. Continuity gives the lower bound near the origin (`hev`) and hence $\delta$. The comparison with $1/x$ is `h2`, whose final inequality is closed by `nlinarith`. `intervalIntegrable_inv_iff` supplies the contradiction, because the interval has positive length and contains $0$.

`psi_derivs` computes $\psi'$ and $\psi''$, and `psi_eigen` combines them with the factorisation. `psi_mul_self` and `psi_memLp` reduce the norm to a Gaussian integral, while `opA_psi` gives $x\,A\psi=-\psi$. `zeroMode_inDomain` shows that $A\chi$ vanishes almost everywhere and is therefore square integrable.

In the main theorem, `hae` replaces the integrand by $-2\omega e^{-\omega x^2}$ almost everywhere, and `integral_gaussian` evaluates it. `hnot` applies `opA_not_memLp` with $\psi(0)>0$, and the exclusion from the domain follows from its third condition.
